# On a uniform mesh of 2M+1 points, Fourier-interpolating a chain's band with absolutely summable hoppings errs by at most twice the hopping tail

Let $t_R\in\mathbb C$, $R\in\mathbb Z$, be hoppings with $\sum_R|t_R|<\infty$, and let $H(k)=\sum_R t_Re^{ikR}$. For every integer $M\ge 0$, with $N=2M+1$, exactly one trigonometric polynomial $P(k)=\sum_{|r|\le M}c_re^{ikr}$ agrees with $H$ at the points $k_j=2\pi j/N$, $0\le j\le 2M$. For every real $k$,

$$|H(k)-P(k)|\le 2\sum_{|R|>M}|t_R|.$$

For a non-interacting chain with one orbital per cell, the orbitals being orthonormal, $H(k)$ is the band. The result then bounds the error of Fourier-interpolating this band from a uniform odd $k$-mesh by the hoppings too long-ranged for that mesh.

## Folding long hoppings into the window

Write $R=\rho(R)+Nq$ with $q$ an integer and $-M\le\rho(R)\le M$. On the mesh,

$$e^{ik_jR}=e^{ik_j\rho(R)}e^{2\pi ijq}=e^{ik_j\rho(R)}.$$

Define the folded hoppings $\tilde t_r=\sum_{\rho(R)=r}t_R$. Absolute convergence permits regrouping, so

$$P(k)=\sum_{|r|\le M}\tilde t_re^{ikr}=\sum_R t_Re^{ik\rho(R)},$$

and $P(k_j)=H(k_j)$.

For uniqueness, take any polynomial with coefficients $c_s$, $|s|\le M$. For $|r|\le M$, its mesh values satisfy

$$\sum_{j=0}^{2M}\Big(\sum_{|s|\le M} c_se^{ik_js}\Big)e^{-ik_jr}=\sum_{|s|\le M} c_s\sum_{j=0}^{2M}e^{ik_j(s-r)}=Nc_r.$$

Indeed, if $s\ne r$, then $0<|s-r|<N$, so $z=e^{2\pi i(s-r)/N}\ne1$ while $z^N=1$, and the inner sum is $(z^N-1)/(z-1)=0$. The mesh values therefore fix every coefficient.

For the error, subtract:

$$H(k)-P(k)=\sum_R t_R\big(e^{ikR}-e^{ik\rho(R)}\big).$$

Terms with $|R|\le M$ vanish because $\rho(R)=R$; each other term has modulus at most $2|t_R|$.

The factor 2 is attained. If $t_{M+1}=1$ is the only hopping, the tail is 1 and $\rho(M+1)=-M$, so $H-P=e^{-iMk}(e^{iNk}-1)$, which has modulus 2 at $k=\pi/N$. This one-way hopping is not Hermitian. A Hermitian chain attains the factor too, though this is not formalised below: if $t_{M+1}=t_{-(M+1)}=1$ are the only hoppings, the tail is 2 and $H-P=2\cos((M+1)k)-2\cos(Mk)$ has modulus 4 at $k=\pi$.

## The chain and its mesh in Lean

```lean
import Mathlib

namespace TightBindingInterpolation

noncomputable section
```

The lattice constant is 1, and $k$ is any real number.

```lean
/-- The Bloch phase `exp(ikR)` of lattice site `R` at wave number `k`. -/
def phase (k : ℝ) (R : ℤ) : ℂ := Complex.exp (((k * R : ℝ) : ℂ) * Complex.I)
```

`bloch` is $H$. Hermiticity, $t_{-R}=\overline{t_R}$, is not assumed, so the band may be complex.

```lean
/-- The Bloch Hamiltonian `H(k) = ∑ t_R exp(ikR)` of a one-band chain with hoppings `t`. -/
def bloch (t : ℤ → ℂ) (k : ℝ) : ℂ := ∑' R : ℤ, t R * phase k R
```

In `trigPoly`, only coefficients in the window matter.

```lean
/-- The trigonometric polynomial of degree at most `M` with coefficients `c`. -/
def trigPoly (M : ℕ) (c : ℤ → ℂ) (k : ℝ) : ℂ :=
  ∑ r ∈ Finset.Icc (-(M : ℤ)) M, c r * phase k r

/-- The mesh point `2πj/(2M+1)` of the Brillouin zone. -/
def mesh (M j : ℕ) : ℝ := 2 * Real.pi * j / (2 * M + 1)
```

`Interpolates` combines the degree condition with agreement on the mesh.

```lean
/-- `P` is a trigonometric polynomial of degree at most `M` that agrees with `H` at the
`2M+1` mesh points. -/
def Interpolates (M : ℕ) (H P : ℝ → ℂ) : Prop :=
  (∃ c : ℤ → ℂ, P = trigPoly M c) ∧ ∀ j < 2 * M + 1, P (mesh M j) = H (mesh M j)
```

The next definitions are the tail, $\rho(R)$, $\tilde t_r$ and the extremal one-way hopping.

```lean
/-- The total modulus of the hoppings with range `|R| > M`. -/
def tailWeight (t : ℤ → ℂ) (M : ℕ) : ℝ := ∑' R : ℤ, if (M : ℤ) < |R| then ‖t R‖ else 0

/-- The representative of site `R` modulo `2M+1` in the window from `-M` to `M`. -/
def foldSite (M : ℕ) (R : ℤ) : ℤ := (R + M) % (2 * M + 1) - M

/-- The folded hopping at `r`: the sum of all hoppings whose site folds onto `r`. -/
def foldedHopping (t : ℤ → ℂ) (M : ℕ) (r : ℤ) : ℂ :=
  ∑' R : ℤ, if foldSite M R = r then t R else 0

/-- A single unit hopping to site `M+1`. -/
def edgeHopping (M : ℕ) (R : ℤ) : ℂ := if R = (M : ℤ) + 1 then 1 else 0
```

The construction turns on `%` in `foldSite`. Lean's integer remainder by a positive modulus is never negative, even for negative $R+M$. With $M=1$ and $R=-3$, it gives $(-2)\bmod 3=1$ and hence the representative $0$; a remainder carrying the sign of the dividend would give $-3$, outside the window.

## Existence from folding, uniqueness from orthogonality

Phases multiply, and multiples of $N$ are invisible on the mesh.

```lean
/-- Bloch phases multiply when lattice displacements are added. -/
theorem phase_add (k : ℝ) (R S : ℤ) : phase k (R + S) = phase k R * phase k S := by
  unfold phase
  rw [← Complex.exp_add]
  congr 1
  push_cast
  ring

/-- On the mesh, a site and its folded representative have the same Bloch phase. -/
theorem phase_foldSite (M j : ℕ) (R : ℤ) :
    phase (mesh M j) (foldSite M R) = phase (mesh M j) R := by
  have hm : mesh M j * (2 * M + 1) = 2 * Real.pi * j :=
    div_mul_cancel₀ _ (by positivity)
  have hc : (mesh M j : ℂ) * (2 * M + 1) = 2 * Real.pi * j := by exact_mod_cast hm
  -- displacements by a multiple of 2M+1 are invisible on the mesh
  have hp : ∀ q : ℤ, phase (mesh M j) ((2 * M + 1) * q) = 1 := by
    intro q
    rw [phase, Complex.exp_eq_one_iff]
    refine ⟨j * q, ?_⟩
    push_cast
    linear_combination ((q : ℂ) * Complex.I) * hc
  have h : foldSite M R + (2 * M + 1) * ((R + M) / (2 * M + 1)) = R := by
    unfold foldSite
    rw [Int.emod_def]
    ring
  have h2 := phase_add (mesh M j) (foldSite M R) ((2 * M + 1) * ((R + M) / (2 * M + 1)))
  rw [h, hp, mul_one] at h2
  exact h2.symm
```

Here and below, every theorem about general hoppings `t` assumes absolute summability, as the hypothesis `ht`, even where its docstring does not repeat it. The regrouping uses `Summable.tsum_finsetSum` to exchange the finite and infinite sums; `Finset.sum_eq_single` then keeps the one $r$ equal to `foldSite M R`.

```lean
/-- The trigonometric polynomial of the folded hoppings is the lattice sum with each site
replaced by its representative in the phase. -/
theorem trigPoly_folded {t : ℤ → ℂ} (ht : Summable fun R => ‖t R‖) (M : ℕ) (k : ℝ) :
    trigPoly M (foldedHopping t M) k = ∑' R : ℤ, t R * phase k (foldSite M R) := by
  have hs : ∀ r : ℤ, Summable (fun R : ℤ => if foldSite M R = r then t R else 0) :=
    fun r => Summable.of_norm (Summable.of_nonneg_of_le (fun _ => norm_nonneg _)
      (fun R => by split_ifs <;> simp) ht)
  unfold trigPoly foldedHopping
  calc _ = ∑ r ∈ Finset.Icc (-(M : ℤ)) M,
        ∑' R : ℤ, (if foldSite M R = r then t R else 0) * phase k r :=
        Finset.sum_congr rfl (fun r _ => tsum_mul_right.symm)
    _ = ∑' R : ℤ, ∑ r ∈ Finset.Icc (-(M : ℤ)) M,
        (if foldSite M R = r then t R else 0) * phase k r :=
        (Summable.tsum_finsetSum (fun r _ => (hs r).mul_right _)).symm
    _ = _ := tsum_congr fun R => by
        rw [Finset.sum_eq_single (foldSite M R)]
        · simp
        · intro r _ hr
          rw [if_neg hr.symm, zero_mul]
        · intro h
          have h1 := Int.emod_nonneg (R + M) (show (2 * (M : ℤ) + 1) ≠ 0 by omega)
          have h2 := Int.emod_lt_of_pos (R + M) (show 0 < 2 * (M : ℤ) + 1 by omega)
          refine absurd (Finset.mem_Icc.mpr ?_) h
          unfold foldSite
          constructor <;> linarith
```

The geometric sum gives orthogonality. The bound $|r|\le 2M$ excludes nonzero multiples of $N$.

```lean
/-- Discrete orthogonality: for `|r| ≤ 2M` the mesh sum of the phases of `r` is `2M+1` if
`r = 0` and vanishes otherwise. -/
theorem mesh_orthogonality (M : ℕ) (r : ℤ) (hr : |r| ≤ 2 * M) :
    ∑ j ∈ Finset.range (2 * M + 1), phase (mesh M j) r =
      if r = 0 then (2 * M + 1 : ℂ) else 0 := by
  split_ifs with h
  · subst h
    simp [phase]
  · -- the phases form a geometric progression
    have hz : ∀ j : ℕ, phase (mesh M j) r = phase (mesh M 1) r ^ j := by
      intro j
      unfold phase
      rw [← Complex.exp_nat_mul]
      congr 1
      unfold mesh
      push_cast
      ring
    have hN : phase (mesh M 1) r ^ (2 * M + 1) = 1 := by
      have hm : mesh M (2 * M + 1) = 2 * Real.pi := by
        unfold mesh
        push_cast
        exact mul_div_cancel_right₀ _ (by positivity)
      rw [← hz, hm, phase, Complex.exp_eq_one_iff]
      exact ⟨r, by push_cast; ring⟩
    -- its ratio is not 1, because 2M+1 does not divide r
    have h1 : phase (mesh M 1) r ≠ 1 := by
      intro h1
      obtain ⟨n, hn⟩ := Complex.exp_eq_one_iff.mp h1
      have hc : ((mesh M 1 * r : ℝ) : ℂ) = ((n * (2 * Real.pi) : ℝ) : ℂ) :=
        mul_right_cancel₀ Complex.I_ne_zero (by rw [hn]; push_cast; ring)
      have h2 : mesh M 1 * r = n * (2 * Real.pi) := Complex.ofReal_injective hc
      have hm : mesh M 1 * (2 * M + 1) = 2 * Real.pi * (1 : ℕ) :=
        div_mul_cancel₀ _ (by positivity)
      push_cast at hm
      have h3 : (r : ℝ) = n * (2 * M + 1) :=
        mul_left_cancel₀ (show 2 * Real.pi ≠ 0 by positivity)
          (by linear_combination (2 * (M : ℝ) + 1) * h2 - (r : ℝ) * hm)
      have h4 : r = n * (2 * M + 1) := by exact_mod_cast h3
      obtain ⟨ha, hb⟩ := abs_le.mp hr
      rcases lt_trichotomy n 0 with h0 | h0 | h0
      · nlinarith [mul_nonneg (show (0 : ℤ) ≤ -n - 1 by omega)
          (show (0 : ℤ) ≤ 2 * M + 1 by omega)]
      · exact h (by rw [h4, h0, zero_mul])
      · nlinarith [mul_nonneg (show (0 : ℤ) ≤ n - 1 by omega)
          (show (0 : ℤ) ≤ 2 * M + 1 by omega)]
    rw [Finset.sum_congr rfl (fun j _ => hz j), geom_sum_eq h1, hN, sub_self, zero_div]
```

Exchanging two finite sums then recovers the coefficients.

```lean
/-- The mesh values of a trigonometric polynomial of degree at most `M` determine each of its
coefficients by a discrete Fourier sum. -/
theorem mesh_inversion (M : ℕ) (c : ℤ → ℂ) (r : ℤ) (hr : r ∈ Finset.Icc (-(M : ℤ)) M) :
    ∑ j ∈ Finset.range (2 * M + 1), trigPoly M c (mesh M j) * phase (mesh M j) (-r) =
      (2 * M + 1) * c r := by
  calc _ = ∑ j ∈ Finset.range (2 * M + 1), ∑ s ∈ Finset.Icc (-(M : ℤ)) M,
        c s * phase (mesh M j) (s + -r) := Finset.sum_congr rfl fun j _ => by
        rw [trigPoly, Finset.sum_mul]
        exact Finset.sum_congr rfl fun s _ => by rw [phase_add, mul_assoc]
    _ = ∑ s ∈ Finset.Icc (-(M : ℤ)) M,
        c s * ∑ j ∈ Finset.range (2 * M + 1), phase (mesh M j) (s + -r) := by
        rw [Finset.sum_comm]
        exact Finset.sum_congr rfl fun s _ => (Finset.mul_sum _ _ _).symm
    _ = _ := by
        have hr' := Finset.mem_Icc.mp hr
        rw [Finset.sum_eq_single r]
        · have h0 : r + -r = 0 := by ring
          have hb : |r + -r| ≤ 2 * (M : ℤ) := by rw [h0, abs_zero]; positivity
          rw [mesh_orthogonality M (r + -r) hb, if_pos h0, mul_comm]
        · intro s hs hsr
          have hs' := Finset.mem_Icc.mp hs
          have h0 : s + -r ≠ 0 := by omega
          have hb : |s + -r| ≤ 2 * (M : ℤ) := abs_le.mpr ⟨by omega, by omega⟩
          rw [mesh_orthogonality M (s + -r) hb, if_neg h0, mul_zero]
        · exact fun h => absurd hr h
```

Equal mesh values thus force equal coefficients, and so equal functions.

```lean
/-- Two trigonometric polynomials of degree at most `M` that agree with the same function on
the mesh are equal at every `k`. -/
theorem interpolant_unique {M : ℕ} {H P Q : ℝ → ℂ} (hP : Interpolates M H P)
    (hQ : Interpolates M H Q) : P = Q := by
  obtain ⟨⟨c, rfl⟩, hP⟩ := hP
  obtain ⟨⟨d, rfl⟩, hQ⟩ := hQ
  have hne : (2 * (M : ℂ) + 1) ≠ 0 := by exact_mod_cast (by omega : 2 * M + 1 ≠ 0)
  funext k
  refine Finset.sum_congr rfl fun r hr => ?_
  have h : c r = d r := by
    apply mul_left_cancel₀ hne
    rw [← mesh_inversion M c r hr, ← mesh_inversion M d r hr]
    refine Finset.sum_congr rfl fun j hj => ?_
    rw [hP j (Finset.mem_range.mp hj), hQ j (Finset.mem_range.mp hj)]
  rw [h]
```

The folded polynomial supplies existence.

```lean
/-- The trigonometric polynomial of the folded hoppings interpolates the band on the mesh. -/
theorem folded_interpolates {t : ℤ → ℂ} (ht : Summable fun R => ‖t R‖) (M : ℕ) :
    Interpolates M (bloch t) (trigPoly M (foldedHopping t M)) := by
  refine ⟨⟨_, rfl⟩, fun j _ => ?_⟩
  rw [trigPoly_folded ht, bloch]
  exact tsum_congr fun R => by rw [phase_foldSite]
```

Applying the inversion to it shows that the discrete Fourier transform of the sampled band returns $\tilde t_r$, not $t_r$: this is aliasing.

```lean
/-- Aliasing: the discrete Fourier transform of the sampled band gives the folded hoppings. -/
theorem mesh_average_eq_folded {t : ℤ → ℂ} (ht : Summable fun R => ‖t R‖) (M : ℕ) (r : ℤ)
    (hr : r ∈ Finset.Icc (-(M : ℤ)) M) :
    (∑ j ∈ Finset.range (2 * M + 1), bloch t (mesh M j) * phase (mesh M j) (-r)) /
      (2 * M + 1) = foldedHopping t M r := by
  have hne : (2 * (M : ℂ) + 1) ≠ 0 := by exact_mod_cast (by omega : 2 * M + 1 ≠ 0)
  rw [div_eq_iff hne, mul_comm (foldedHopping t M r), ← mesh_inversion M _ r hr]
  refine Finset.sum_congr rfl fun j hj => ?_
  rw [(folded_interpolates ht M).2 j (Finset.mem_range.mp hj)]
```

## The error bound and its sharpness

The hypothesis `ht` is absolute summability, which stands for hoppings that decay fast enough with distance; it is assumed, not derived from a crystal potential. `∃!` expresses existence and uniqueness of the function `P`. In the proof, `hb` is the termwise estimate and `tsum_of_norm_bounded` sums it.

```lean
/-- For absolutely summable hoppings exactly one trigonometric polynomial of degree at most `M`
agrees with the band on the mesh, and its error at every real `k` is at most twice the total
modulus of the hoppings beyond range `M`. -/
theorem band_interpolation {t : ℤ → ℂ} (ht : Summable fun R => ‖t R‖) (M : ℕ) :
    (∃! P : ℝ → ℂ, Interpolates M (bloch t) P) ∧
      ∀ P : ℝ → ℂ, Interpolates M (bloch t) P →
        ∀ k : ℝ, ‖bloch t k - P k‖ ≤ 2 * tailWeight t M := by
  refine ⟨⟨_, folded_interpolates ht M,
    fun Q hQ => interpolant_unique hQ (folded_interpolates ht M)⟩, fun P hP k => ?_⟩
  rw [interpolant_unique hP (folded_interpolates ht M), trigPoly_folded ht, bloch]
  have hn : ∀ R : ℤ, ‖phase k R‖ = 1 := fun R => Complex.norm_exp_ofReal_mul_I _
  have hsum : ∀ g : ℤ → ℤ, Summable fun R => t R * phase k (g R) :=
    fun g => Summable.of_norm (by simpa [hn] using ht)
  have h1 : Summable fun R => t R * phase k R := hsum id
  have htail : Summable fun R : ℤ => if (M : ℤ) < |R| then ‖t R‖ else 0 :=
    Summable.of_nonneg_of_le (fun R => by split_ifs <;> simp)
      (fun R => by split_ifs <;> simp) ht
  -- short-range terms cancel, each long-range term costs at most twice its modulus
  have hb : ∀ R : ℤ, ‖t R * phase k R - t R * phase k (foldSite M R)‖ ≤
      2 * (if (M : ℤ) < |R| then ‖t R‖ else 0) := by
    intro R
    split_ifs with h
    · calc _ ≤ ‖t R * phase k R‖ + ‖t R * phase k (foldSite M R)‖ := norm_sub_le _ _
        _ = 2 * ‖t R‖ := by
          rw [norm_mul, norm_mul, hn, hn]
          ring
    · obtain ⟨ha, hc⟩ := abs_le.mp (not_lt.mp h)
      have hf : foldSite M R = R := by
        unfold foldSite
        rw [Int.emod_eq_of_lt (by linarith) (by linarith)]
        ring
      rw [hf]
      simp
  rw [← Summable.tsum_sub h1 (hsum (foldSite M))]
  exact tsum_of_norm_bounded (htail.hasSum.mul_left 2) hb
```

The final theorem evaluates the one-way hopping at $k=\pi/N$, for every $M$ including 0.

```lean
/-- Sharpness of the factor two: for a single unit hopping to site `M+1` the tail weight is `1`
and the interpolation error at `k = π/(2M+1)` is `2`. -/
theorem error_bound_sharp (M : ℕ) (P : ℝ → ℂ)
    (hP : Interpolates M (bloch (edgeHopping M)) P) :
    tailWeight (edgeHopping M) M = 1 ∧
      ‖bloch (edgeHopping M) (Real.pi / (2 * M + 1)) - P (Real.pi / (2 * M + 1))‖ = 2 := by
  have hH : ∀ k, bloch (edgeHopping M) k = phase k ((M : ℤ) + 1) := by
    intro k
    rw [bloch, tsum_eq_single ((M : ℤ) + 1)]
    · simp [edgeHopping]
    · intro R hR
      simp [edgeHopping, hR]
  constructor
  · rw [tailWeight, tsum_eq_single ((M : ℤ) + 1)]
    · have h : (M : ℤ) < |(M : ℤ) + 1| := lt_of_lt_of_le (by omega) (le_abs_self _)
      rw [if_pos h]
      simp [edgeHopping]
    · intro R hR
      simp [edgeHopping, hR]
  · -- site M+1 is folded onto site -M
    have hf : foldSite M ((M : ℤ) + 1) = -M := by
      unfold foldSite
      rw [show (M : ℤ) + 1 + M = 2 * M + 1 by ring, Int.emod_self, zero_sub]
    have hQ : Interpolates M (bloch (edgeHopping M)) (fun k => phase k (-(M : ℤ))) := by
      refine ⟨⟨fun r => if r = -(M : ℤ) then 1 else 0, ?_⟩, fun j _ => ?_⟩
      · funext k
        rw [trigPoly, Finset.sum_eq_single (-(M : ℤ))]
        · simp
        · intro r _ hr
          simp [hr]
        · intro h
          exact absurd (Finset.mem_Icc.mpr ⟨le_rfl, by omega⟩) h
      · rw [hH, ← phase_foldSite M j ((M : ℤ) + 1), hf]
    have hPk : P (Real.pi / (2 * M + 1)) = phase (Real.pi / (2 * M + 1)) (-(M : ℤ)) :=
      congrFun (interpolant_unique hP hQ) _
    have he : Real.pi / (2 * M + 1) * ((2 * (M : ℤ) + 1 : ℤ) : ℝ) = Real.pi := by
      push_cast
      exact div_mul_cancel₀ _ (by positivity)
    have h1 : phase (Real.pi / (2 * M + 1)) (2 * (M : ℤ) + 1) = -1 := by
      rw [phase, he, Complex.exp_pi_mul_I]
    have hn : ‖phase (Real.pi / (2 * M + 1)) (-(M : ℤ))‖ = 1 :=
      Complex.norm_exp_ofReal_mul_I _
    rw [hH, hPk, show (M : ℤ) + 1 = -(M : ℤ) + (2 * M + 1) by ring, phase_add, h1,
      show ∀ x : ℂ, x * -1 - x = -2 * x from fun x => by ring, norm_mul, hn]
    norm_num

end

end TightBindingInterpolation
```

```lean
#print axioms TightBindingInterpolation.mesh_average_eq_folded
#print axioms TightBindingInterpolation.band_interpolation
#print axioms TightBindingInterpolation.error_bound_sharp
```

```
'TightBindingInterpolation.mesh_average_eq_folded' depends on axioms: [propext, Classical.choice, Quot.sound]
'TightBindingInterpolation.band_interpolation' depends on axioms: [propext, Classical.choice, Quot.sound]
'TightBindingInterpolation.error_bound_sharp' depends on axioms: [propext, Classical.choice, Quot.sound]
```

The interpolant could also be modelled by its coefficients, indexed only by the window $-M\le r\le M$. Uniqueness would then concern the coefficients themselves. With `c : ℤ → ℂ` the whole sequence `c` is not unique, since its values outside the window are arbitrary; here uniqueness is stated for the function. Several bands, higher dimensions and even meshes would need separate statements.
